# The signed area between drift velocity and frame velocity over a travelling field profile is fixed by the end densities

In a frame moving with velocity `u`, a field `E` and a positive carrier density `n` obey the Gauss law `E' = k (n - n₀)` and the balance of drift and diffusion `D n' = n (v(E) - u)` on a closed interval from `a` to `b`, with constant `D` and a continuous drift curve `v`. The theorem `area_balance` states that the integral of `v - u` over the field, from `E a` to `E b`, equals the change of `k D (n - n₀ log n)` from `a` to `b`. The proof takes this integral, as a function of its upper limit, for the potential `V` in the first integral `k D (n - n₀ log n) - V(E)`, which is constant along the profile. It then compares the values at the two ends and uses the fact that the integral from `E a` to `E a` is zero.

This version doesn't compile in Lean 4 with Mathlib:

```lean
import Mathlib

open Filter Topology Set

noncomputable section

namespace ButcherEqualAreas

/-- Field `E` and carrier density `n > 0` in the frame moving with velocity `u`: on `s` they obey
the Gauss law `E' = k (n - n₀)` and the balance of drift and diffusion `D n' = n (v(E) - u)`. -/
structure IsProfile (k D n₀ u : ℝ) (v E n : ℝ → ℝ) (s : Set ℝ) : Prop where
  pos : ∀ x ∈ s, 0 < n x
  gauss : ∀ x ∈ s, HasDerivAt E (k * (n x - n₀)) x
  diff : ∀ x ∈ s, DifferentiableAt ℝ n x
  current : ∀ x ∈ s, D * deriv n x = n x * (v (E x) - u)

/-- The density function `m - n₀ log m` that enters the first integral. -/
def densityFn (n₀ m : ℝ) : ℝ := m - n₀ * Real.log m

/-- The signed area between the drift curve `v` and the level `u`, from field `a` to field `b`. -/
def excessArea (v : ℝ → ℝ) (u a b : ℝ) : ℝ := ∫ e in a..b, (v e - u)

variable {k D n₀ u : ℝ} {v E n : ℝ → ℝ} {s : Set ℝ}

/-- Along a profile, `k D (n - n₀ log n) - V(E)` has zero derivative when `V' = v - u`. -/
theorem firstIntegral_hasDerivAt (h : IsProfile k D n₀ u v E n s) {V : ℝ → ℝ} {x : ℝ}
    (hx : x ∈ s) (hV : HasDerivAt V (v (E x) - u) (E x)) :
    HasDerivAt (fun y => k * D * densityFn n₀ (n y) - V (E y)) 0 x := by
  have hn := (h.diff x hx).hasDerivAt
  have hp := (h.pos x hx).ne'
  have hVE : HasDerivAt (fun y => V (E y)) ((v (E x) - u) * (k * (n x - n₀))) x :=
    hV.comp x (h.gauss x hx)
  have hc := h.current x hx
  -- `D` times the logarithmic derivative of the density is the excess drift velocity
  have h2 : D * (deriv n x / n x) = v (E x) - u := by
    rw [← mul_div_assoc, hc, mul_div_cancel_left₀ _ hp]
  have h1 := ((hn.fun_sub ((hn.log hp).const_mul n₀)).const_mul (k * D)).fun_sub hVE
  refine h1.congr_deriv ?_
  linear_combination k * hc - k * n₀ * h2

/-- If `V' = v - u`, the quantity `k D (n - n₀ log n) - V(E)` is constant along a profile on an
interval. -/
theorem firstIntegral_const {a b : ℝ} (h : IsProfile k D n₀ u v E n (Icc a b)) {V : ℝ → ℝ}
    (hV : ∀ e, HasDerivAt V (v e - u) e) :
    ∀ x ∈ Icc a b, k * D * densityFn n₀ (n x) - V (E x)
      = k * D * densityFn n₀ (n a) - V (E a) := by
  have hd := fun x (hx : x ∈ Icc a b) => firstIntegral_hasDerivAt h hx (hV (E x))
  exact constant_of_has_deriv_right_zero
    (fun x hx => (hd x hx).continuousAt.continuousWithinAt)
    (fun x hx => (hd x ⟨hx.1, hx.2.le⟩).hasDerivWithinAt)

/-- The area of `v - u` between the fields at two points equals the change of
`k D (n - n₀ log n)` between them. -/
theorem area_balance {a b : ℝ} (hab : a ≤ b) (h : IsProfile k D n₀ u v E n (Icc a b))
    (hv : Continuous v) :
    excessArea v u (E a) (E b) = k * D * (densityFn n₀ (n b) - densityFn n₀ (n a)) := by
  have hc : Continuous (fun e => v e - u) := hv.sub continuous_const
  have hV : ∀ e, HasDerivAt (fun t => excessArea v u (E a) t) (v e - u) e :=
    fun e => (hc.integral_hasStrictDerivAt (E a) e).hasDerivAt
  have h1 := firstIntegral_const h hV b ⟨hab, le_refl b⟩
  have h0 : excessArea v u (E a) (E a) = 0 := intervalIntegral.integral_same
  linear_combination -h1 - h0

end ButcherEqualAreas
```

The error:

```
Main.lean:62:2: error: ring failed, ring expressions not equal
k D n₀ u : ℝ
v E n : ℝ → ℝ
a b : ℝ
hab : a ≤ b
h : IsProfile k D n₀ u v E n (Icc a b)
hv : Continuous v
hc : Continuous fun e => v e - u
hV : ∀ (e : ℝ), HasDerivAt (fun t => excessArea v u (E a) t) (v e - u) e
h1 : k * D * densityFn n₀ (n b) - excessArea v u (E a) (E b) = k * D * densityFn n₀ (n a) - excessArea v u (E a) (E a)
h0 : excessArea v u (E a) (E a) = 0
⊢ excessArea v u (E a) (E a) * 2 = 0
```

Cause. The error is a wrong sign in the last line. `linear_combination` subtracts the proposed combination of hypotheses from the goal, each taken as left side minus right side, and asks `ring` to show that the result is zero.

Here the goal minus `-h1` leaves exactly `excessArea v u (E a) (E a)`. To cancel this term, `h0` must be added to the combination. The attempt subtracts `h0` instead, so the term is doubled, and the message shows the remainder `excessArea v u (E a) (E a) * 2 = 0`. That equation is true by `h0`, but `ring` does not use hypotheses from the context and treats the integral as an unknown quantity, so it fails.

With `-h1 + h0` the term cancels and `ring` closes the goal.

The mended proof, as a diff:

```diff
@@ -60,5 +60,5 @@
   have h1 := firstIntegral_const h hV b ⟨hab, le_refl b⟩
   have h0 : excessArea v u (E a) (E a) = 0 := intervalIntegral.integral_same
-  linear_combination -h1 - h0
+  linear_combination -h1 + h0
 
 end ButcherEqualAreas
```
